# The Resta determinant of a closed string of k-points is, up to a sign, the product of its overlap determinants

In a periodic supercell the position of an electron is defined only modulo the cell length. For a band insulator, the electronic part of the polarization can still be estimated, modulo a quantum, from the phase of a determinant built from overlaps of occupied Bloch states. How does this one large determinant split into overlaps between neighbouring k-points, and what happens to it when the occupied states at each k-point are mixed?

```lean
import Mathlib

open Matrix

namespace RestaBlockDeterminant

noncomputable section

variable {n : Type*} [Fintype n] [DecidableEq n] {L : ℕ} [NeZero L]

/-- The Resta matrix of a closed string of `L` k-points: the block from k-point `p` to
k-point `p + 1` is the overlap matrix `M p`, and all other blocks vanish. -/
def restaMatrix (M : ZMod L → Matrix n n ℂ) : Matrix (n × ZMod L) (n × ZMod L) ℂ :=
  Matrix.of fun a b => if b.2 = a.2 + 1 then M a.2 a.1 b.1 else 0

/-- The overlap matrices after the occupied states at each k-point `p` are mixed by `G p`. -/
def gaugeTransform (G M : ZMod L → Matrix n n ℂ) : ZMod L → Matrix n n ℂ :=
  fun p => (G p)ᴴ * M p * G (p + 1)

/-- The Wilson line of `k` steps from k-point `p`: the ordered product
`M p * M (p + 1) * ⋯` of `k` successive overlap matrices. -/
def wilsonLine (M : ZMod L → Matrix n n ℂ) (p : ZMod L) : ℕ → Matrix n n ℂ
  | 0 => 1
  | k + 1 => wilsonLine M p k * M (p + (k : ZMod L))

/-- The shift of every state to the next k-point, at fixed band index. -/
def blockShift (n : Type*) (L : ℕ) : Equiv.Perm (n × ZMod L) :=
  Equiv.prodCongrRight fun _ : n => Equiv.addRight (1 : ZMod L)

/-- The cyclic shift of `L` k-points is a permutation of sign `(-1)^(L-1)`. -/
theorem sign_shift (L : ℕ) [NeZero L] :
    Equiv.Perm.sign (Equiv.addRight (1 : ZMod L)) = (-1) ^ (L - 1) := by
  obtain ⟨k, rfl⟩ := Nat.exists_eq_succ_of_ne_zero (NeZero.ne L)
  have h : (Equiv.addRight (1 : ZMod (k + 1)) : Equiv.Perm (ZMod (k + 1)))
      = (finRotate (k + 1) : Equiv.Perm (Fin (k + 1))) :=
    Equiv.ext fun i => (finRotate_apply (n := k + 1) i).symm
  rw [h]
  exact sign_finRotate (k + 1)

/-- The determinant of the Resta matrix for `n` bands and `L` k-points is
`(-1)^(n(L-1))` times the product of the determinants of the overlap matrices. -/
theorem restaMatrix_det (M : ZMod L → Matrix n n ℂ) :
    (restaMatrix M).det = (-1) ^ (Fintype.card n * (L - 1)) * ∏ p, (M p).det := by
  have hσ : Equiv.Perm.sign (blockShift n L) = (-1) ^ (Fintype.card n * (L - 1)) := by
    rw [blockShift, Equiv.Perm.sign_prodCongrRight]
    simp only [sign_shift, Finset.prod_const, Finset.card_univ]
    rw [← pow_mul, mul_comm]
  -- shifting the columns by one k-point makes the matrix block diagonal
  have hW : (restaMatrix M).submatrix id (blockShift n L) = Matrix.blockDiagonal M := by
    ext ⟨i, p⟩ ⟨j, q⟩
    by_cases h : p = q
    · subst h
      simp [restaMatrix, blockShift, Matrix.blockDiagonal_apply]
    · simp [restaMatrix, blockShift, Matrix.blockDiagonal_apply, h, Ne.symm h]
  have h := Matrix.det_permute' (blockShift n L) (restaMatrix M)
  rw [hW, Matrix.det_blockDiagonal, hσ] at h
  have hs : (-1 : ℂ) ^ (Fintype.card n * (L - 1)) * (-1) ^ (Fintype.card n * (L - 1)) = 1 := by
    rw [← mul_pow]
    simp
  rw [h]
  simp only [Units.val_pow_eq_pow_val, Units.val_neg, Units.val_one, Int.cast_pow,
    Int.cast_neg, Int.cast_one]
  rw [← mul_assoc, hs, one_mul]

/-- For an even number of bands the determinant of the Resta matrix is the product of the
determinants of the overlap matrices, whatever the number of k-points. -/
theorem restaMatrix_det_of_even (M : ZMod L → Matrix n n ℂ) (h : Even (Fintype.card n)) :
    (restaMatrix M).det = ∏ p, (M p).det := by
  rw [restaMatrix_det, (h.mul_right _).neg_one_pow, one_mul]

omit [DecidableEq n] in
/-- Mixing the occupied states at each k-point turns the Resta matrix `W` into `Dᴴ * W * D`, where
`D` is the block diagonal matrix of the mixing matrices. -/
theorem restaMatrix_gauge (G M : ZMod L → Matrix n n ℂ) :
    restaMatrix (gaugeTransform G M)
      = (Matrix.blockDiagonal G)ᴴ * restaMatrix M * Matrix.blockDiagonal G := by
  -- a block diagonal factor on the left acts at the start of each link
  have hleft : ∀ A N : ZMod L → Matrix n n ℂ,
      Matrix.blockDiagonal A * restaMatrix N = restaMatrix fun p => A p * N p := by
    intro A N
    ext ⟨i, p⟩ ⟨j, q⟩
    simp only [Matrix.mul_apply, Fintype.sum_prod_type, restaMatrix, Matrix.of_apply,
      Matrix.blockDiagonal_apply, ite_mul, zero_mul, Finset.sum_ite_eq, Finset.mem_univ, if_true]
    split_ifs <;> simp
  -- on the right it acts at the end of each link
  have hright : ∀ N A : ZMod L → Matrix n n ℂ,
      restaMatrix N * Matrix.blockDiagonal A = restaMatrix fun p => N p * A (p + 1) := by
    intro N A
    ext ⟨i, p⟩ ⟨j, q⟩
    simp only [Matrix.mul_apply, Fintype.sum_prod_type, restaMatrix, Matrix.of_apply,
      Matrix.blockDiagonal_apply, ite_mul, zero_mul, Finset.sum_ite_eq', Finset.mem_univ, if_true]
    by_cases h : q = p + 1
    · subst h
      simp
    · simp [h, Ne.symm h]
  rw [Matrix.blockDiagonal_conjTranspose, hleft, hright]
  rfl

/-- The characteristic polynomial of the Resta matrix is unchanged by an independent unitary
mixing of the occupied states at each k-point. -/
theorem restaMatrix_charpoly_gauge (G M : ZMod L → Matrix n n ℂ)
    (hG : ∀ p, G p ∈ Matrix.unitaryGroup n ℂ) :
    (restaMatrix (gaugeTransform G M)).charpoly = (restaMatrix M).charpoly := by
  have hU : Matrix.blockDiagonal G * (Matrix.blockDiagonal G)ᴴ = 1 := by
    have h1 : (fun p => G p * (G p)ᴴ) = 1 :=
      funext fun p => Matrix.mem_unitaryGroup_iff.mp (hG p)
    rw [Matrix.blockDiagonal_conjTranspose, ← Matrix.blockDiagonal_mul, h1,
      Matrix.blockDiagonal_one]
  rw [restaMatrix_gauge, Matrix.charpoly_mul_comm, ← Matrix.mul_assoc, hU, one_mul]

/-- The determinant of the Resta matrix is unchanged by an independent unitary mixing of the
occupied states at each k-point. -/
theorem restaMatrix_det_gauge (G M : ZMod L → Matrix n n ℂ)
    (hG : ∀ p, G p ∈ Matrix.unitaryGroup n ℂ) :
    (restaMatrix (gaugeTransform G M)).det = (restaMatrix M).det := by
  rw [Matrix.det_eq_sign_charpoly_coeff, restaMatrix_charpoly_gauge G M hG,
    ← Matrix.det_eq_sign_charpoly_coeff]

/-- The `k`-th power of the Resta matrix connects k-point `p` only to `p + k`, through the
Wilson line of `k` steps. -/
theorem restaMatrix_pow_apply (M : ZMod L → Matrix n n ℂ) (k : ℕ) (i j : n) (p q : ZMod L) :
    (restaMatrix M ^ k) (i, p) (j, q)
      = if q = p + (k : ZMod L) then wilsonLine M p k i j else 0 := by
  have hW : ∀ (a b : n) (r s : ZMod L),
      restaMatrix M (a, r) (b, s) = if s = r + 1 then M r a b else 0 := fun _ _ _ _ => rfl
  induction k generalizing i j p q with
  | zero =>
    by_cases h : q = p
    · subst h
      simp [wilsonLine, Matrix.one_apply]
    · simp [h, Ne.symm h]
  | succ k ih =>
    -- one more factor appends one more overlap to the line
    simp only [pow_succ, Matrix.mul_apply, Fintype.sum_prod_type, ih, hW, wilsonLine, ite_mul,
      zero_mul, Finset.sum_ite_eq', Finset.mem_univ, if_true, Nat.cast_add, Nat.cast_one,
      ← add_assoc]
    split_ifs <;> simp

/-- The `L`-th power of the Resta matrix is block diagonal, and its block at each k-point is
the Wilson loop based there. -/
theorem restaMatrix_pow_length (M : ZMod L → Matrix n n ℂ) :
    restaMatrix M ^ L = Matrix.blockDiagonal fun p => wilsonLine M p L := by
  ext ⟨i, p⟩ ⟨j, q⟩
  rw [restaMatrix_pow_apply, Matrix.blockDiagonal_apply, ZMod.natCast_self, add_zero]
  by_cases h : q = p
  · subst h
    simp
  · simp [h, Ne.symm h]

/-- If the Resta matrix multiplies a vector by `z`, then the Wilson loop based at any k-point
multiplies the component of that vector at this k-point by `z ^ L`. -/
theorem wilsonLoop_mulVec (M : ZMod L → Matrix n n ℂ) (v : n × ZMod L → ℂ) (z : ℂ)
    (h : restaMatrix M *ᵥ v = z • v) (p : ZMod L) :
    wilsonLine M p L *ᵥ (fun i => v (i, p)) = z ^ L • fun i => v (i, p) := by
  have hk : ∀ k : ℕ, (restaMatrix M ^ k) *ᵥ v = z ^ k • v := by
    intro k
    induction k with
    | zero => simp
    | succ k ih =>
      rw [pow_succ, ← Matrix.mulVec_mulVec, h, Matrix.mulVec_smul, ih, smul_smul, pow_succ,
        mul_comm]
  -- read off the component at k-point p after one full turn
  ext i
  have hi := congrFun (hk L) (i, p)
  rw [restaMatrix_pow_length] at hi
  simpa [Matrix.mulVec, dotProduct, Fintype.sum_prod_type, Matrix.blockDiagonal_apply] using hi

end

end RestaBlockDeterminant
```

## From Bloch states to a cyclic block matrix

Take non-interacting electrons in a one-dimensional crystal of \(L\) cells with lattice constant \(a\). There are \(L\) k-points, spaced by \(\delta = 2\pi/(La)\), and \(n\) occupied bands, each holding one electron per k-point; a spin-degenerate band counts as two. For a Slater determinant of orthonormal orbitals \(\psi_{i,p}\), the expectation value of \(e^{-i\delta X}\), with \(X\) the sum of the electron positions, is the determinant of the one-particle matrix

\[
W_{(i,p),(j,q)} = \langle \psi_{i,p} | e^{-i\delta x} | \psi_{j,q}\rangle .
\]

The exponential lowers the crystal momentum by one step, so only \(q = p+1\) contributes, with block \((M_p)_{ij} = \langle u_{i,p}|u_{j,p+1}\rangle\), where \(u\) is the cell-periodic part. The last k-point, \(p = L-1\), connects back to the first: there \(\psi_{j,L} = \psi_{j,0}\), and \(u_{j,L}\) stands for \(e^{-2\pi i x/a}u_{j,0}\), not for \(u_{j,0}\) itself.

The file starts from this structure. `restaMatrix M` is \(W\), with rows and columns labelled by pairs (band, k-point) in `n × ZMod L`. Arithmetic in `ZMod L` closes the string, and `NeZero L` means \(L \ge 1\). In Lean `n` is the finite type of band labels; the number \(n\) is `Fintype.card n`.

The matrices \(M_p\) are arbitrary complex matrices. Bloch states, the Slater determinant and the limit of a dense k-mesh do not appear in the file.

## The determinant and its sign

`restaMatrix_det` states

\[
\det W = (-1)^{n(L-1)} \prod_p \det M_p .
\]

Let \(\sigma\) move every label \((j,q)\) to \((j,q+1)\). Using \(\sigma\) to permute the columns of \(W\) gives a matrix with entries \(W_{(i,p),(j,q+1)}\). These vanish unless \(q+1=p+1\), that is \(q=p\), where they equal \((M_p)_{ij}\). The new matrix is therefore block diagonal, with determinant \(\prod_p \det M_p\), and it also has determinant \(\operatorname{sign}(\sigma)\det W\).

A cycle of \(L\) points is a product of \(L-1\) transpositions, and \(\sigma\) contains one such cycle per band, so \(\operatorname{sign}(\sigma) = (-1)^{n(L-1)}\). This sign is its own inverse, which gives the formula.

In Lean, `sign_shift` identifies the shift with Mathlib's `finRotate`, whose sign is known, and `Equiv.Perm.sign_prodCongrRight` multiplies the signs over the bands. Inside `restaMatrix_det`, `hW` is the block diagonal form and `Matrix.det_permute'` supplies the sign of the column permutation.

When no \(\det M_p\) vanishes, the argument of \(\prod_p \det M_p\) is the discrete Berry phase, up to the sign convention. The phase of \(\det W\) differs from this argument by \(\pi\) when \(n(L-1)\) is odd. For an even number of bands the two agree for every \(L\), by `restaMatrix_det_of_even`.

## Mixing the occupied states

Replacing \(u_{j,p}\) by \(\sum_i u_{i,p}(G_p)_{ij}\) changes the overlaps to \(G_p^\dagger M_p G_{p+1}\), which is `gaugeTransform`. With \(D\) the block diagonal matrix of the \(G_p\), the new Resta matrix is \(D^\dagger W D\): the left factor acts at the start \(p\) of each link, the right factor at its end \(p+1\). The auxiliary facts `hleft` and `hright` in `restaMatrix_gauge` are these two statements, and they hold for any matrices \(G_p\).

If every \(G_p\) is unitary, then \(DD^\dagger = 1\). Since \(AB\) and \(BA\) have the same characteristic polynomial, \(D^\dagger W D\) has that of \(DD^\dagger W = W\). This is `restaMatrix_charpoly_gauge`. The determinant is, up to a sign fixed by the matrix size, the constant coefficient of that polynomial, so `restaMatrix_det_gauge` follows.

## Wilson loops in the powers of W

The Wilson line of \(k\) steps from \(p\) is \(M_p M_{p+1}\cdots M_{p+k-1}\), with the identity for \(k=0\). By `restaMatrix_pow_apply`, it is the only possibly nonzero block of \(W^k\) in block row \(p\), and it sits in block column \(p+k\). The proof is by induction: in \(W^{k+1} = W^k W\) the first factor leads from \(p\) to \(p+k\), and the second appends \(M_{p+k}\) and moves one point further.

After \(L\) steps \(p+L=p\), so \(W^L\) is block diagonal with the Wilson loops as blocks (`restaMatrix_pow_length`). If \(Wv = zv\), then \(W^L v = z^L v\), and reading off the component \(v_p\) at k-point \(p\) shows that the loop based there multiplies \(v_p\) by \(z^L\). This is `wilsonLoop_mulVec`.

Where \(v_p \neq 0\), \(z^L\) is thus an eigenvalue of the loop. As the k-mesh is refined, the phases of the loop's eigenvalues approach the non-abelian Berry phases, up to the sign convention. On a finite mesh the moduli need not be 1, because the overlap matrices are in general not unitary.

## One band and two k-points

Take \(n=1\), \(L=2\), \(M_0 = \tfrac45\) and \(M_1 = \tfrac{4i}{5}\). Then

\[
W = \begin{pmatrix} 0 & \tfrac45 \\ \tfrac{4i}{5} & 0 \end{pmatrix},
\qquad
\det W = -\tfrac{16i}{25} = (-1)^{1\cdot 1} M_0 M_1 .
\]

The product \(M_0M_1\) has phase factor \(i\), while \(\det W\) has phase factor \(-i\): this is the shift by \(\pi\).

The eigenvalues are \(z = \pm\tfrac45 e^{i\pi/4}\), and both satisfy \(z^2 = \tfrac{16i}{25} = M_0M_1\), the Wilson loop.

With \(G_0 = 1\) and \(G_1 = i\) the overlaps become \(M_0' = \tfrac{4i}{5}\) and \(M_1' = (-i)\tfrac{4i}{5} = \tfrac45\). The individual phases have moved from one link to the other, and the determinant is the same.

```lean
#print axioms RestaBlockDeterminant.restaMatrix_det_of_even
#print axioms RestaBlockDeterminant.restaMatrix_det_gauge
#print axioms RestaBlockDeterminant.wilsonLoop_mulVec
```

```
'RestaBlockDeterminant.restaMatrix_det_of_even' depends on axioms: [propext, Classical.choice, Quot.sound]
'RestaBlockDeterminant.restaMatrix_det_gauge' depends on axioms: [propext, Classical.choice, Quot.sound]
'RestaBlockDeterminant.wilsonLoop_mulVec' depends on axioms: [propext, Classical.choice, Quot.sound]
```
